# Tr(G†G) for a 2×2 spin block is half the sum of the squared moduli of its charge and spin amplitudes

A 2×2 matrix in spin space is written G = (n I + Σ m_k σ_k)/2, with a charge amplitude n and a three-component spin vector m. The declaration `trace_sq_spinBlock` states that Tr(G†G) = (|n|² + Σ |m_k|²)/2. The amplitudes are arbitrary complex numbers, so G need not be Hermitian, and no normalisation is assumed. The proof writes out the four entries of G, lets `simp` expand the trace, and closes the resulting identity with `linear_combination`, using I² = −1 and z̄z = |z|² for each amplitude.

An attempt in Lean 4 with a fault in it:

```lean
import Mathlib

open scoped Matrix

namespace TraceSqSpinBlock

noncomputable section

/-- The three Pauli matrices, numbered 0, 1, 2 for x, y, z. -/
def pauli : Fin 3 → Matrix (Fin 2) (Fin 2) ℂ :=
  ![!![0, 1; 1, 0], !![0, -Complex.I; Complex.I, 0], !![1, 0; 0, -1]]

/-- The spin block `(n I + ∑ m_k σ_k) / 2` with complex charge amplitude `n` and complex
spin vector `m`. -/
def spinBlock (n : ℂ) (m : Fin 3 → ℂ) : Matrix (Fin 2) (Fin 2) ℂ :=
  (1 / 2 : ℂ) • (n • (1 : Matrix (Fin 2) (Fin 2) ℂ) + ∑ k, m k • pauli k)

/-- The four entries of a spin block in terms of its charge amplitude and spin vector. -/
theorem spinBlock_eq (n : ℂ) (m : Fin 3 → ℂ) :
    spinBlock n m = !![(n + m 2) / 2, (m 0 - m 1 * Complex.I) / 2;
      (m 0 + m 1 * Complex.I) / 2, (n - m 2) / 2] := by
  ext i j
  fin_cases i <;> fin_cases j <;>
    simp [spinBlock, pauli, Fin.sum_univ_three] <;> ring

/-- For one spin block, `tr(G* G)` is half the sum of the squared moduli of the charge amplitude
and of the spin components. -/
theorem trace_sq_spinBlock (n : ℂ) (m : Fin 3 → ℂ) :
    ((spinBlock n m)ᴴ * spinBlock n m).trace =
      (((‖n‖ ^ 2 + ∑ k, ‖m k‖ ^ 2) / 2 : ℝ) : ℂ) := by
  rw [spinBlock_eq]
  simp [Matrix.trace_fin_two, Matrix.mul_apply, Fin.sum_univ_two, Fin.sum_univ_three]
  linear_combination (-(1 / 2) * (starRingEnd ℂ) (m 1) * m 1) * Complex.I_sq +
    (1 / 2) * (Complex.conj_mul' n + Complex.conj_mul' (m 0) + Complex.conj_mul' (m 1) +
      Complex.conj_mul' (m 2))

end

end TraceSqSpinBlock
```

Lean reports:

```
Main.lean:33:2: error: ring failed, ring expressions not equal
n : ℂ
m : Fin 3 → ℂ
⊢ (starRingEnd ℂ) n * ((starRingEnd ℂ) 2)⁻¹ * n + (starRingEnd ℂ) n * n * (-1 / 2) +
                (starRingEnd ℂ) (m 2) * ((starRingEnd ℂ) 2)⁻¹ * m 2 +
              (starRingEnd ℂ) (m 2) * m 2 * (-1 / 2) +
            ((starRingEnd ℂ) 2)⁻¹ * (starRingEnd ℂ) (m 0) * m 0 -
          ((starRingEnd ℂ) 2)⁻¹ * (starRingEnd ℂ) (m 1) * Complex.I ^ 2 * m 1 +
        (starRingEnd ℂ) (m 0) * m 0 * (-1 / 2) +
      (starRingEnd ℂ) (m 1) * Complex.I ^ 2 * m 1 * (1 / 2) =
    0
```

What went wrong. The one error says that `ring`, which `linear_combination` calls to check the final identity, was left with an expression it could not reduce to zero. The entries of G carry a division by 2, and the conjugate transpose conjugates that 2 along with the rest. After `simp`, the goal still contains `(starRingEnd ℂ) 2`, the complex conjugate of 2, in denominators. `ring` does not evaluate conjugation, so it treats this as an unknown quantity and cannot cancel its inverse against the explicit factors of 1/2. With the conjugate replaced by 2, all the terms in the message cancel, so the coefficients given to `linear_combination` were already right.

The repair adds `h2`, which states that the conjugate of 2 is 2. It is proved with `Complex.conj_eq_iff_im`, by which a complex number equals its conjugate exactly when its imaginary part is zero; `simp` checks that condition. After the expansion, `rw [h2]` puts the plain number 2 into the goal, and the unchanged `linear_combination` succeeds.

Fix (accepted with no message):

```diff
@@ -29,6 +29,8 @@
     ((spinBlock n m)ᴴ * spinBlock n m).trace =
       (((‖n‖ ^ 2 + ∑ k, ‖m k‖ ^ 2) / 2 : ℝ) : ℂ) := by
+  have h2 : (starRingEnd ℂ) (2 : ℂ) = 2 := Complex.conj_eq_iff_im.mpr (by simp)
   rw [spinBlock_eq]
   simp [Matrix.trace_fin_two, Matrix.mul_apply, Fin.sum_univ_two, Fin.sum_univ_three]
+  rw [h2]
   linear_combination (-(1 / 2) * (starRingEnd ℂ) (m 1) * m 1) * Complex.I_sq +
     (1 / 2) * (Complex.conj_mul' n + Complex.conj_mul' (m 0) + Complex.conj_mul' (m 1) +
```
